# For one set of minimal-basis H₂ integrals, the one-shot GW equation has a single occupied level below the self-energy pole, 0.0184 to 0.0185 hartree under the orbital energy

Take an electron out of a hydrogen molecule. In Hartree–Fock theory with frozen orbitals the cost is $-e_1$, where $e_1$ is the energy of the occupied orbital. The one-shot GW approximation, started from Hartree–Fock, adds a correlation self-energy that depends on the energy $w$ being sought, so the corrected level solves a nonlinear equation, which can have several solutions. Which one is the quasiparticle level, and where does it lie?

In a minimal basis H₂ has one occupied orbital and one empty orbital, of energy $e_2$. Let $K$ be the exchange integral between them and $D=e_2-e_1$. The equation for the occupied level is

$$
w=e_1+\frac{c}{w-p},\qquad \Omega=\sqrt{D(D+4K)},\quad c=2K^2\frac{D}{\Omega},\quad p=e_2+\Omega .
$$

Here $\Omega$ is the excitation energy in the direct random-phase approximation (RPA), which leaves exchange out of the response, $p$ is the position of the self-energy pole and $c$ is its strength. For $e_1=-0.5782$, $e_2=0.6703$ and $K=0.1813$ hartree, $\Omega$ lies between 1.569 and 1.570, and exactly one solution lies below $p$. It satisfies

$$-0.0185<w-e_1<-0.0184 .$$

## Root selection and a test case for a GW code

A one-shot GW code that solves the quasiparticle equation without linearising it looks for a root of an equation of this kind for each orbital it corrects. With a single pole of positive strength there is a second solution above $p$, and a solver started too high can converge to it. In this two-orbital model the condition $w<p$ selects one root, so a bracketing method restricted to that side has an unambiguous target. A larger molecule has many poles, and this selection rule does not carry over as it stands.

The intervals also serve as a test for a code run on these integrals with a Hartree–Fock starting point, direct RPA screening and no broadening. Losing the spin factor in the RPA matrices replaces $4K$ by $2K$ and gives $\Omega\approx1.418$, well outside its interval. Evaluating the self-energy at $e_1$ without renormalisation gives a shift of about $-0.01855$, just outside. The usual linearised solution gives about $-0.01843$, which is inside, so the test does not separate it from the full solution.

## From the RPA matrices to the enclosed root

**The pole.** For the single closed-shell transition, the direct RPA matrices are the numbers $A=D+2K$ and $B=2K$. Hence $\Omega^2=(A-B)(A+B)=D(D+4K)$. The amplitudes $X,Y$ obey $(A-B)(X-Y)=\Omega(X+Y)$ and $(X+Y)(X-Y)=1$, so $(X+Y)^2=(A-B)/\Omega=D/\Omega$. The coupling of the occupied to the empty orbital has square $2K^2(X+Y)^2=c$. The coupling of the occupied orbital to itself vanishes by inversion symmetry, which leaves one pole, at $e_2+\Omega$.

**The quadratic.** For $w\ne p$, multiplying by $w-p$ gives

$$(w-e_1)(w-p)=c .$$

**Existence.** Since $c>0$, the square root in

$$w=\tfrac12\left(e_1+p-\sqrt{(p-e_1)^2+4c}\right)$$

exceeds $e_1-p$, which is the same as $w<p$.

**Uniqueness.** Let $w\ne w'$ both solve the quadratic. Subtracting the two equations gives $(w-w')(w+w'-e_1-p)=0$, so $w'-p=e_1-w$. Therefore

$$(w-p)(w'-p)=-(w-e_1)(w-p)=-c<0 ,$$

and the two solutions lie on opposite sides of the pole.

**The numbers.** Here $D=1.2485$ and $D(D+4K)=2.46416\ldots$, which lies between $1.569^2=2.461761$ and $1.570^2=2.4649$. Then $c=0.0820756\ldots/\Omega$ lies between 0.0522 and 0.0524. Write $x=w-e_1$ and $L=p-e_1=D+\Omega$, so that $2.8175<L<2.8185$ and $c=-x(L-x)$ with $L-x>0$.

- If $x\le-0.0185$, then $c\ge0.0185\,(L+0.0185)>0.05246$, which is too large.
- If $x\ge-0.0184$, then $c\le0.0184\,(L-x)\le0.0184\,(L+0.0184)<0.0522$, which is too small.

**The weight.** The self-energy has derivative $-c/(w-p)^2$, so the quasiparticle weight, one over one minus that derivative, is $1/(1+c/(w-p)^2)$. The signed distance $w-p=x-L$ lies between $-2.84$ and $-2.83$, its square between 8 and 8.1, and the ratio $c/(w-p)^2$ between 0.0064 and 0.0066. The weight is therefore between 0.993 and 0.994.

**The gap.** The empty orbital has its self-energy pole at $e_1-\Omega$, with the same strength, and its level $w'$ is sought above that pole. Replacing $w'$ by $e_1+e_2-w'$ turns its equation into that of the occupied orbital. Its shift is thus between $0.0184$ and $0.0185$, and the gap $w'-w$ lies between $1.2485+0.0368=1.2853$ and $1.2485+0.0370=1.2855$.

**Weak coupling.** As $K\to0$ at fixed $D>0$, $\Omega\to D$, $c\approx2K^2$ and $L\to2D$, so the shift behaves as $-K^2/D$. At $K=0$ the pole has no strength and the level is $e_1$ itself.

## The Lean file

```lean
import Mathlib

namespace MinimalBasisH2GW

noncomputable section

/-- The RPA excitation energy `√(D (D + 4K))` of a two-level molecule, with `D = e₂ - e₁`,
for `e₁ < e₂` and `K ≥ 0`. -/
def rpaEnergy (e₁ e₂ K : ℝ) : ℝ := Real.sqrt ((e₂ - e₁) * ((e₂ - e₁) + 4 * K))

/-- The strength `2 K² D / Ω` of the self-energy pole, for `e₁ < e₂` and `K ≥ 0`. -/
def poleStrength (e₁ e₂ K : ℝ) : ℝ := 2 * K ^ 2 * ((e₂ - e₁) / rpaEnergy e₁ e₂ K)

/-- A self-energy with one pole of strength `c` at energy `p`, for `w ≠ p`. -/
def poleTerm (c p w : ℝ) : ℝ := c / (w - p)

/-- The GW correlation self-energy of the occupied orbital, away from its pole at `e₂ + Ω`. -/
def homoSigma (e₁ e₂ K : ℝ) : ℝ → ℝ :=
  poleTerm (poleStrength e₁ e₂ K) (e₂ + rpaEnergy e₁ e₂ K)

/-- The GW correlation self-energy of the empty orbital, away from its pole at `e₁ - Ω`. -/
def lumoSigma (e₁ e₂ K : ℝ) : ℝ → ℝ :=
  poleTerm (poleStrength e₁ e₂ K) (e₁ - rpaEnergy e₁ e₂ K)

/-- `w` solves the quasiparticle equation of the occupied orbital and lies below the pole. -/
def IsHomoLevel (e₁ e₂ K w : ℝ) : Prop :=
  w < e₂ + rpaEnergy e₁ e₂ K ∧ w = e₁ + homoSigma e₁ e₂ K w

/-- `w` solves the quasiparticle equation of the empty orbital and lies above the pole. -/
def IsLumoLevel (e₁ e₂ K w : ℝ) : Prop :=
  e₁ - rpaEnergy e₁ e₂ K < w ∧ w = e₂ + lumoSigma e₁ e₂ K w

/-- The quasiparticle weight `1 / (1 - S'(w))` of a self-energy `S` differentiable at `w`,
for `S'(w) ≠ 1`. -/
def qpWeight (S : ℝ → ℝ) (w : ℝ) : ℝ := 1 / (1 - deriv S w)

/-- Value used for the energy of the occupied orbital of minimal-basis H2, in hartree. -/
def εg : ℝ := -0.5782

/-- Value used for the energy of the empty orbital of minimal-basis H2, in hartree. -/
def εu : ℝ := 0.6703

/-- Value used for the exchange integral between the two orbitals of minimal-basis H2, in hartree.
-/
def Kgu : ℝ := 0.1813

/-- Away from the pole, the quasiparticle equation is a quadratic equation. -/
theorem pole_iff {a c p w : ℝ} (h : w ≠ p) :
    w = a + poleTerm c p w ↔ (w - a) * (w - p) = c := by
  unfold poleTerm
  rw [← sub_eq_iff_eq_add', eq_div_iff (sub_ne_zero.2 h)]

/-- For two distinct solutions of the quadratic equation, the signed distances `w - p` and `w' - p`
from the pole multiply to minus its strength. -/
theorem roots_product {a c p w w' : ℝ} (hne : w ≠ w')
    (q : (w - a) * (w - p) = c) (q' : (w' - a) * (w' - p) = c) :
    (w - p) * (w' - p) = -c := by
  -- the two solutions add up to a + p
  have h : w + w' - a - p = 0 := by
    apply mul_left_cancel₀ (sub_ne_zero.2 hne)
    linear_combination q - q'
  linear_combination (w' - p) * h - q'

/-- For `e₁ < e₂` and `K > 0` the occupied orbital has exactly one quasiparticle level
below the pole of its self-energy. -/
theorem existsUnique_homoLevel {e₁ e₂ K : ℝ} (he : e₁ < e₂) (hK : 0 < K) :
    ∃! w, IsHomoLevel e₁ e₂ K w := by
  have hD : 0 < e₂ - e₁ := sub_pos.2 he
  have ho : 0 < rpaEnergy e₁ e₂ K := Real.sqrt_pos.2 (mul_pos hD (by linarith))
  have hc : 0 < poleStrength e₁ e₂ K := by
    unfold poleStrength
    exact mul_pos (by positivity) (div_pos hD ho)
  unfold IsHomoLevel homoSigma
  generalize poleStrength e₁ e₂ K = c at hc ⊢
  generalize e₂ + rpaEnergy e₁ e₂ K = p
  -- the lower solution of the quadratic equation
  obtain ⟨w, hw, q⟩ : ∃ w, w < p ∧ (w - e₁) * (w - p) = c := by
    have hs : Real.sqrt ((p - e₁) ^ 2 + 4 * c) ^ 2 = (p - e₁) ^ 2 + 4 * c :=
      Real.sq_sqrt (by positivity)
    have hlt : e₁ - p < Real.sqrt ((p - e₁) ^ 2 + 4 * c) :=
      Real.lt_sqrt_of_sq_lt (by nlinarith)
    refine ⟨(e₁ + p - Real.sqrt ((p - e₁) ^ 2 + 4 * c)) / 2, by linarith, ?_⟩
    linear_combination hs / 4
  refine ⟨w, ⟨hw, (pole_iff hw.ne).2 q⟩, ?_⟩
  rintro y ⟨hy, hy'⟩
  -- two distinct solutions cannot lie on the same side of the pole
  by_contra hne
  have h := roots_product hne ((pole_iff hy.ne).1 hy') q
  have h' := mul_pos_of_neg_of_neg (sub_neg.2 hy) (sub_neg.2 hw)
  linarith

/-- The weight at an energy `w` away from the pole is `1 / (1 + c / (w - p)²)`, for a pole of
strength `c ≥ 0`. -/
theorem qpWeight_pole {c p w : ℝ} (_hc : 0 ≤ c) (h : w ≠ p) :
    qpWeight (poleTerm c p) w = 1 / (1 + c / (w - p) ^ 2) := by
  have h1 := (hasDerivAt_const w c).fun_div ((hasDerivAt_id' w).sub_const p)
    (sub_ne_zero.2 h)
  have hd : HasDerivAt (fun x => c / (x - p)) (-c / (w - p) ^ 2) w :=
    h1.congr_deriv (by ring)
  have hd' : HasDerivAt (poleTerm c p) (-c / (w - p) ^ 2) w := hd
  rw [qpWeight, hd'.deriv, neg_div, sub_neg_eq_add]

/-- For the H2 values `εg`, `εu` and `Kgu`, the RPA excitation energy lies between 1.569 and 1.570
hartree. -/
theorem h2_rpaEnergy : 1.569 < rpaEnergy εg εu Kgu ∧ rpaEnergy εg εu Kgu < 1.570 := by
  unfold rpaEnergy εg εu Kgu
  constructor
  · apply Real.lt_sqrt_of_sq_lt
    norm_num
  · rw [Real.sqrt_lt' (by norm_num)]
    norm_num

/-- For the H2 values `εg`, `εu` and `Kgu`, the self-energy pole has a strength between 0.0522 and
0.0524 hartree squared. -/
theorem h2_poleStrength :
    0.0522 < poleStrength εg εu Kgu ∧ poleStrength εg εu Kgu < 0.0524 := by
  obtain ⟨h1, h2⟩ := h2_rpaEnergy
  unfold poleStrength
  generalize rpaEnergy εg εu Kgu = o at h1 h2 ⊢
  have ho : 0 < o := by linarith
  simp only [εg, εu, Kgu]
  rw [← mul_div_assoc, lt_div_iff₀ ho, div_lt_iff₀ ho]
  constructor <;> linarith

/-- For the H2 values `εg`, `εu` and `Kgu`, there is exactly one occupied quasiparticle level below
the self-energy pole, and GW shifts it from the orbital energy by between -0.0185 and -0.0184
hartree. -/
theorem h2_homoLevel : (∃! w, IsHomoLevel εg εu Kgu w) ∧
    ∀ w, IsHomoLevel εg εu Kgu w → -0.0185 < w - εg ∧ w - εg < -0.0184 := by
  refine ⟨existsUnique_homoLevel (by norm_num [εg, εu]) (by norm_num [Kgu]), ?_⟩
  rintro w ⟨hlt, heq⟩
  have q : (w - εg) * (w - (εu + rpaEnergy εg εu Kgu)) = poleStrength εg εu Kgu :=
    (pole_iff hlt.ne).1 heq
  obtain ⟨h1, h2⟩ := h2_rpaEnergy
  obtain ⟨h3, h4⟩ := h2_poleStrength
  generalize rpaEnergy εg εu Kgu = o at h1 h2 hlt q
  generalize poleStrength εg εu Kgu = c at h3 h4 q
  simp only [εg, εu] at hlt q ⊢
  have hs := (sub_pos.2 hlt).le
  -- outside the window the quadratic equation contradicts the bounds on its coefficients
  constructor
  · by_contra h
    nlinarith [mul_nonneg (sub_nonneg.2 (not_lt.1 h)) hs]
  · by_contra h
    nlinarith [mul_nonneg (sub_nonneg.2 (not_lt.1 h)) hs]

/-- For the H2 values `εg`, `εu` and `Kgu`, the occupied quasiparticle level has a weight between
0.993 and 0.994. -/
theorem h2_qpWeight {w : ℝ} (hw : IsHomoLevel εg εu Kgu w) :
    0.993 < qpWeight (homoSigma εg εu Kgu) w ∧
      qpWeight (homoSigma εg εu Kgu) w < 0.994 := by
  obtain ⟨h5, h6⟩ := h2_homoLevel.2 w hw
  obtain ⟨h1, h2⟩ := h2_rpaEnergy
  obtain ⟨h3, h4⟩ := h2_poleStrength
  unfold homoSigma
  rw [qpWeight_pole (by linarith) hw.1.ne]
  generalize rpaEnergy εg εu Kgu = o at h1 h2 ⊢
  generalize poleStrength εg εu Kgu = c at h3 h4 ⊢
  simp only [εg, εu] at h5 h6 ⊢
  -- signed distance of the level from the pole
  have d1 : -2.84 < w - (0.6703 + o) := by linarith
  have d2 : w - (0.6703 + o) < -2.83 := by linarith
  generalize w - (0.6703 + o) = d at d1 d2 ⊢
  have s1 : 8 < d ^ 2 := by nlinarith
  have s2 : d ^ 2 < 8.1 := by nlinarith
  have hd : 0 < d ^ 2 := by linarith
  have r1 : 0.0064 < c / d ^ 2 := by rw [lt_div_iff₀ hd]; linarith
  have r2 : c / d ^ 2 < 0.0066 := by rw [div_lt_iff₀ hd]; linarith
  have hr : 0 < 1 + c / d ^ 2 := by linarith
  rw [lt_div_iff₀ hr, div_lt_iff₀ hr]
  constructor <;> linarith

/-- Reflection about the middle of the orbital gap turns levels of the empty orbital into
levels of the occupied one. -/
theorem lumo_iff_homo (e₁ e₂ K w : ℝ) :
    IsLumoLevel e₁ e₂ K w ↔ IsHomoLevel e₁ e₂ K (e₁ + e₂ - w) := by
  simp only [IsLumoLevel, IsHomoLevel, homoSigma, lumoSigma, poleTerm]
  have h : e₁ + e₂ - w - (e₂ + rpaEnergy e₁ e₂ K) = -(w - (e₁ - rpaEnergy e₁ e₂ K)) := by
    ring
  rw [h, div_neg]
  constructor <;> rintro ⟨h1, h2⟩ <;> constructor <;> linarith

/-- For the H2 values `εg`, `εu` and `Kgu`, the GW gap between the occupied and empty quasiparticle
levels lies between 1.2853 and 1.2855 hartree. -/
theorem h2_gap {w w' : ℝ} (hw : IsHomoLevel εg εu Kgu w) (hw' : IsLumoLevel εg εu Kgu w') :
    1.2853 < w' - w ∧ w' - w < 1.2855 := by
  obtain ⟨h1, h2⟩ := h2_homoLevel.2 w hw
  obtain ⟨h3, h4⟩ := h2_homoLevel.2 _ ((lumo_iff_homo _ _ _ _).1 hw')
  simp only [εg, εu] at h1 h2 h3 h4
  constructor <;> linarith

end

end MinimalBasisH2GW
```

```lean
#print axioms MinimalBasisH2GW.h2_homoLevel
#print axioms MinimalBasisH2GW.h2_qpWeight
#print axioms MinimalBasisH2GW.h2_gap
```

```
'MinimalBasisH2GW.h2_homoLevel' depends on axioms: [propext, Classical.choice, Quot.sound]
'MinimalBasisH2GW.h2_qpWeight' depends on axioms: [propext, Classical.choice, Quot.sound]
'MinimalBasisH2GW.h2_gap' depends on axioms: [propext, Classical.choice, Quot.sound]
```

## What the definitions and theorems say

All energies are real numbers in hartree. `rpaEnergy` is $\Omega$, `poleStrength` is $c$, and `poleTerm c p` is the function $w\mapsto c/(w-p)$. `homoSigma` and `lumoSigma` are the self-energies of the occupied and the empty orbital. The constants `εg`, `εu` and `Kgu` are the values of $e_1$, $e_2$ and $K$, taken as exact decimals.

`IsHomoLevel e₁ e₂ K w` says that $w$ solves the occupied equation and lies strictly below the pole, so the division by $w-p$ is always a genuine one. `IsLumoLevel` is the corresponding condition above the lower pole. `qpWeight` uses Lean's `deriv`, the actual derivative of the self-energy.

`h2_rpaEnergy` gives the bounds on $\Omega$. `h2_homoLevel` states that exactly one $w$ satisfies `IsHomoLevel` for H₂, and that every such $w$ has its shift in the stated interval. The existence and uniqueness half is an instance of `existsUnique_homoLevel`, which holds for all $e_1<e_2$ and $K>0$. These hypotheses stand for an open orbital gap and a nonzero coupling between the orbitals.

`h2_qpWeight` bounds the weight of any occupied level. `h2_gap` takes an occupied and an empty level as given and bounds their difference; that an empty level exists follows by combining `lumo_iff_homo` with `h2_homoLevel`.

## How the lemmas carry the argument

`pole_iff` is the passage to the quadratic. `roots_product` is the uniqueness computation: it cancels the nonzero factor $w-w'$ with `mul_left_cancel₀`, and `linear_combination` does the remaining algebra.

`existsUnique_homoLevel` first shows that $\Omega$ and $c$ are positive. It then uses `generalize` to replace $c$ and $p$ by plain variables, because only $c>0$ matters from there on. The lower root is supplied explicitly, and `Real.lt_sqrt_of_sq_lt` places it below the pole. For uniqueness, two signed distances from the pole that are both negative have a positive product, while `roots_product` makes it $-c$.

`h2_rpaEnergy` compares squares, and `h2_poleStrength` clears the denominator $\Omega$ and uses its bounds. In `h2_homoLevel` each end of the interval is proved by contradiction. The term given to `nlinarith` is the product of the violated bound with $p-w\ge0$, the same multiplication as in the two cases above.

`qpWeight_pole` computes the derivative from the quotient rule, and `h2_qpWeight` follows the chain of bounds on the distance, its square and the ratio. `lumo_iff_homo` is the reflection, and `h2_gap` applies the shift bounds to both levels and adds them.

## What a code can take from these bounds

The theorems concern a one-shot GW model with two orbitals, and within it they fix the occupied level to an interval of width $10^{-4}$ hartree. A program that receives the same three numbers and returns a root below the pole but outside that interval has either solved a different equation or not solved this one accurately enough.

The form of the self-energy enters the file as a definition. Its derivation from the RPA matrices is the short argument given earlier, and the file does not contain it. Nor does the file compute the orbital energies and the exchange integral from a basis set, so rounding in those inputs has to be judged separately. The equation contains no exchange-minus-potential term, which is right for a Hartree–Fock starting point and would have to be changed for a Kohn–Sham one. Self-consistent GW, larger basis sets and a finite broadening each lead to a different equation. The bounds also say nothing about how close the model comes to the ionisation energy of a real hydrogen molecule.
